# For a hard-core lattice gas at non-negative activity, the grand partition function of two disjoint finite regions together is at most the product of their separate ones

The model is a classical lattice gas on the sites ℕ × ℕ of a square lattice, in which no two particles may be nearest neighbours and there is no other interaction. The grand partition function of a finite region sums `z` to the number of particles over all allowed occupations. The theorem states that for real `z ≥ 0` and disjoint finite regions `A` and `B`, the partition function of `A ∪ B` is at most the product of those of `A` and `B`. The attempt sends each allowed occupation of the union to its pair of restrictions, shows that this map `g` is injective and preserves the weight, and then bounds the sum over the image of `g` by the sum over all pairs of allowed occupations.

In Lean, a first try:

```lean
import Mathlib

open Filter Topology

namespace PartitionFnUnionLe

/-- Two sites of the square lattice are adjacent when they are nearest neighbours. -/
def Adjacent (p q : ℕ × ℕ) : Prop :=
  (p.1 = q.1 ∧ (p.2 + 1 = q.2 ∨ q.2 + 1 = p.2)) ∨
    (p.2 = q.2 ∧ (p.1 + 1 = q.1 ∨ q.1 + 1 = p.1))

/-- A set of occupied sites is allowed when no two particles are adjacent. -/
def Allowed (s : Finset (ℕ × ℕ)) : Prop :=
  ∀ p ∈ s, ∀ q ∈ s, ¬ Adjacent p q

open scoped Classical in
/-- The allowed occupations of a finite region `Λ`. -/
noncomputable def configs (Λ : Finset (ℕ × ℕ)) : Finset (Finset (ℕ × ℕ)) :=
  Λ.powerset.filter Allowed

/-- The grand partition function of the region `Λ` at activity `z`: each allowed occupation
is weighted by `z` to the number of particles. -/
noncomputable def partitionFn (z : ℝ) (Λ : Finset (ℕ × ℕ)) : ℝ :=
  ∑ s ∈ configs Λ, z ^ s.card

/-- An occupation belongs to `configs Λ` exactly when it lies in `Λ` and is allowed. -/
theorem mem_configs {s Λ : Finset (ℕ × ℕ)} : s ∈ configs Λ ↔ s ⊆ Λ ∧ Allowed s := by
  simp [configs]

/-- Cutting a region into two disjoint parts can only raise the partition function, for
activity `z ≥ 0`: the exclusion across the cut is lost. -/
theorem partitionFn_union_le {z : ℝ} (hz : 0 ≤ z) {A B : Finset (ℕ × ℕ)}
    (hAB : Disjoint A B) :
    partitionFn z (A ∪ B) ≤ partitionFn z A * partitionFn z B := by
  let g : Finset (ℕ × ℕ) → Finset (ℕ × ℕ) × Finset (ℕ × ℕ) := fun s => (s ∩ A, s ∩ B)
  have hsplit : ∀ s ∈ configs (A ∪ B), s ∩ A ∪ s ∩ B = s := by
    intro s hs
    rw [← Finset.inter_union_distrib_left]
    exact Finset.inter_eq_left.mpr (mem_configs.mp hs).1
  -- an occupation is determined by its two restrictions
  have hinj : Set.InjOn g ↑(configs (A ∪ B)) := by
    intro s hs t ht h
    have h1 : s ∩ A = t ∩ A := congrArg Prod.fst h
    have h2 : s ∩ B = t ∩ B := congrArg Prod.snd h
    have h3 := hsplit s (Finset.mem_coe.mp hs)
    rw [h1, h2, hsplit t (Finset.mem_coe.mp ht)] at h3
    exact h3.symm
  calc partitionFn z (A ∪ B)
      = ∑ s ∈ configs (A ∪ B), z ^ (g s).1.card * z ^ (g s).2.card := by
        refine Finset.sum_congr rfl fun s hs => ?_
        have hc : (s ∩ A ∪ s ∩ B).card = (s ∩ A).card + (s ∩ B).card :=
          Finset.card_union_of_disjoint
            (hAB.mono Finset.inter_subset_right Finset.inter_subset_right)
        rw [hsplit s hs] at hc
        rw [hc, pow_add]
    _ = ∑ p ∈ (configs (A ∪ B)).image g, z ^ p.1.card * z ^ p.2.card :=
        (Finset.sum_image hinj).symm
    _ ≤ ∑ p ∈ configs A ×ˢ configs B, z ^ p.1.card * z ^ p.2.card := by
        refine Finset.sum_le_sum_of_subset_of_nonneg ?_ fun p _ _ => by positivity
        intro p hp
        obtain ⟨s, hs, rfl⟩ := Finset.mem_image.mp hp
        have ha := (mem_configs.mp hs).2
        have hr : ∀ C, s ∩ C ∈ configs C := fun C => mem_configs.mpr
          ⟨Finset.inter_subset_right, fun p hp q hq =>
            ha p (Finset.inter_subset_left hp) q (Finset.inter_subset_left hq)⟩
        exact Finset.mem_product.mpr ⟨hr A, hr B⟩
    _ = partitionFn z A * partitionFn z B := by
        simp only [partitionFn, Finset.sum_mul_sum, Finset.sum_product]

end PartitionFnUnionLe
```

The compiler's answer:

```
Main.lean:57:8: error: Type mismatch
  Eq.symm (Finset.sum_image hinj)
has type
  ∑ x ∈ configs (A ∪ B), ?m.199 (g x) = ∑ x ∈ Finset.image g (configs (A ∪ B)), ?m.199 x
but is expected to have type
  ∑ s ∈ configs (A ∪ B), z ^ (g s).1.card * z ^ (g s).2.card =
    ∑ p ∈ Finset.image g (configs (A ∪ B)), z ^ p.1.card * z ^ p.2.card
```

As a diff, the version that Lean accepts:

```diff
@@ -55,5 +55,5 @@
         rw [hc, pow_add]
     _ = ∑ p ∈ (configs (A ∪ B)).image g, z ^ p.1.card * z ^ p.2.card :=
-        (Finset.sum_image hinj).symm
+        by rw [Finset.sum_image hinj]
     _ ≤ ∑ p ∈ configs A ×ˢ configs B, z ^ p.1.card * z ^ p.2.card := by
         refine Finset.sum_le_sum_of_subset_of_nonneg ?_ fun p _ _ => by positivity
```

Cause. The message says that the reversed `Finset.sum_image hinj` does not match the expected equation. Its summand is still the unknown function `?m.199`, so the injectivity proof is not what Lean rejects. The equation is true and the lemma is the right one, but Lean has not worked out which function is being summed.

After `.symm`, the left side of the lemma contains `?m.199 (g x)`. Matching this with `z ^ (g s).1.card * z ^ (g s).2.card` means finding a function from its value at `g x`, which is a higher-order problem that Lean's unifier does not solve in general. The right side has the easier form `?m.199 x`, with the unknown applied to a bound variable, from which the function can be read off directly.

The repair, `by rw [Finset.sum_image hinj]`, uses the lemma forwards. `rw` looks for the sum over the image, finds it on the right of the goal, and so fixes the summand from the easy form. It then rewrites that sum as one over `configs (A ∪ B)`, after which the two sides agree and `rw` closes the goal by reflexivity.
